# Central differences never overestimate the mean squared velocity of a periodic C¹ band

Suppose that band velocities are computed from energies by central differences, then squared and averaged over the Brillouin zone by an exact integral. Without a result on the sign of the error, one might expect overestimates at some $k$ to compensate for underestimates at others. They can't do so fully unless the band is flat: for every step, the averaged square comes out too small. For a single one-dimensional band of non-interacting electrons, this biases the uniform average of $v^2$ that enters the conductivity at constant relaxation time when $k_BT$ is much larger than the bandwidth.

## The deficit is a local variance

Let $E$ be a continuously differentiable band of period $L>0$, with group velocity $v=E'$ in units where $\hbar=1$. For a step $h>0$, define $w$ by $2h\,w(k)=E(k+h)-E(k-h)$. The fundamental theorem of calculus gives

$$\int_{-h}^{h}v(k+s)\,ds=2h\,w(k),$$

so $w(k)$ is the average of $v$ over a window around $k$. Expanding the square,

$$\int_{-h}^{h}\bigl(v(k+s)-w(k)\bigr)^2ds=\int_{-h}^{h}v(k+s)^2ds-4h\,w(k)^2+2h\,w(k)^2.$$

The last two terms combine to $-2h\,w(k)^2$. Now integrate over $k$. Exchanging the integrals and using the periodicity of $v$,

$$\int_0^L\!\int_{-h}^{h}v(k+s)^2\,ds\,dk=\int_{-h}^{h}\!\int_0^L v(k+s)^2\,dk\,ds=2h\int_0^L v(k)^2\,dk.$$

Therefore

$$2h\left(\int_0^L v^2\,dk-\int_0^L w^2\,dk\right)=\int_0^L\!\int_{-h}^{h}\bigl(v(k+s)-w(k)\bigr)^2ds\,dk\ge 0,$$

and division by $2hL$ gives the inequality between the means.

If the means are equal, the double integral vanishes. Its integrand is continuous and nonnegative, so $v(k+s)=w(k)$ for all $k\in[0,L]$ and $|s|\le h$. Thus $v$ is constant on every window, hence on $[0,L]$. Since $E(0)=E(L)$, Rolle's theorem supplies a point where $v=0$, so the constant is zero and $E$ is flat. Conversely, a flat band has $v=w=0$.

For $E(k)=-2t\cos k$ with $t\ne0$, the addition formulas give $E(k+h)-E(k-h)=4t\sin h\sin k$. Hence

$$w(k)=\frac{\sin h}{h}\,2t\sin k=\frac{\sin h}{h}\,v(k).$$

The mean of $v^2$ over $2\pi$ is $4t^2\cdot\tfrac12=2t^2\neq0$, so the ratio of the means is $(\sin h/h)^2$.

## Bands, steps and means in Lean

```lean
import Mathlib

open MeasureTheory intervalIntegral Set

namespace FiniteDifferenceVelocity

noncomputable section
```

The period mean is an exact integral divided by $L$, not a sum over a $k$-grid.

```lean
/-- The mean of `f` over one period `[0, L]`, for `L ≠ 0`. -/
def periodMean (L : ℝ) (f : ℝ → ℝ) : ℝ := (∫ k in (0 : ℝ)..L, f k) / L
```

The finite-difference velocity is any function `w` satisfying the defining relation, which determines it uniquely when $h\ne0$.

```lean
/-- `w` is a central-difference velocity of the band `E` with step `h`:
`2 h w(k) = E(k + h) - E(k - h)` at every `k` (units with `ħ = 1`). -/
def IsCentralVelocity (E : ℝ → ℝ) (h : ℝ) (w : ℝ → ℝ) : Prop :=
  ∀ k, 2 * h * w k = E (k + h) - E (k - h)
```

In the cosine band, `t` is the hopping energy and the lattice constant is one, so `k` and `h` are dimensionless.

```lean
/-- The nearest-neighbour tight-binding band `E(k) = -2t cos k`. -/
def cosBand (t k : ℝ) : ℝ := -2 * t * Real.cos k
```

## Averaging over a window

The group velocity is `deriv E`, and `ContDiff ℝ 1 E` says that it exists everywhere and is continuous. This excludes the kinks that can appear where bands cross and are relabelled by energy. The first lemma shifts the integration variable and applies the fundamental theorem.

```lean
/-- For a C¹ band, the group velocity integrated over the window `[k - h, k + h]` is the
energy difference between its ends. -/
theorem window_integral {E : ℝ → ℝ} (hE : ContDiff ℝ 1 E) (h k : ℝ) :
    ∫ s in (-h)..h, deriv E (k + s) = E (k + h) - E (k - h) := by
  obtain ⟨hd, hv⟩ := contDiff_one_iff_deriv.mp hE
  rw [intervalIntegral.integral_comp_add_left (fun x => deriv E x) k,
    intervalIntegral.integral_eq_sub_of_hasDerivAt (fun x _ => (hd x).hasDerivAt)
      (hv.intervalIntegrable _ _), ← sub_eq_add_neg]
```

The next lemma is the expanded square. The continuity statements `c1` to `c5` justify integrating term by term.

```lean
/-- For a C¹ band, the squared deviation of the group velocity from the central-difference
velocity, integrated over the window, is the integral of the squared group velocity
minus `2 h w(k)²`. -/
theorem local_variance {E w : ℝ → ℝ} {h : ℝ} (hE : ContDiff ℝ 1 E)
    (hw : IsCentralVelocity E h w) (k : ℝ) :
    ∫ s in (-h)..h, (deriv E (k + s) - w k) ^ 2 =
      (∫ s in (-h)..h, deriv E (k + s) ^ 2) - 2 * h * w k ^ 2 := by
  have hv := (contDiff_one_iff_deriv.mp hE).2
  have c1 : Continuous fun s => deriv E (k + s) := hv.comp (by fun_prop)
  have c2 : Continuous fun s => deriv E (k + s) ^ 2 := c1.pow 2
  have c3 : Continuous fun s => 2 * w k * deriv E (k + s) := continuous_const.mul c1
  have c4 : Continuous fun s => deriv E (k + s) ^ 2 - 2 * w k * deriv E (k + s) := c2.sub c3
  have c5 : Continuous fun _ : ℝ => w k ^ 2 := continuous_const
  have e : ∀ s, (deriv E (k + s) - w k) ^ 2 =
      (deriv E (k + s) ^ 2 - 2 * w k * deriv E (k + s)) + w k ^ 2 := fun s => by ring
  simp only [e]
  rw [intervalIntegral.integral_add (c4.intervalIntegrable _ _) (c5.intervalIntegrable _ _),
    intervalIntegral.integral_sub (c2.intervalIntegrable _ _) (c3.intervalIntegrable _ _),
    intervalIntegral.integral_const_mul, intervalIntegral.integral_const,
    window_integral hE, ← hw k, smul_eq_mul]
  ring
```

## Exchanging window and period

Here `swap` exchanges the integrals, using integrability of a continuous function on a compact rectangle. The step `per` derives the periodicity of the squared velocity from that of `E`, and `shift` removes `s` from the period integral.

```lean
/-- For a C¹ band of period `L > 0` and a step `h > 0`, integrating the squared group velocity
over the window and then over the period gives `2h` times its integral over the period. -/
theorem window_period_integral {E : ℝ → ℝ} {L h : ℝ} (hE : ContDiff ℝ 1 E)
    (hP : Function.Periodic E L) (hL : 0 < L) (hh : 0 < h) :
    ∫ k in (0 : ℝ)..L, ∫ s in (-h)..h, deriv E (k + s) ^ 2 =
      2 * h * ∫ k in (0 : ℝ)..L, deriv E k ^ 2 := by
  have hv := (contDiff_one_iff_deriv.mp hE).2
  have hs : -h ≤ h := by linarith
  have hc : Continuous (Function.uncurry fun k s : ℝ => deriv E (k + s) ^ 2) :=
    (hv.comp (continuous_fst.add continuous_snd)).pow 2
  -- exchange the two integrals
  have swap : ∫ k in (0 : ℝ)..L, ∫ s in (-h)..h, deriv E (k + s) ^ 2 =
      ∫ s in (-h)..h, ∫ k in (0 : ℝ)..L, deriv E (k + s) ^ 2 := by
    simp only [intervalIntegral.integral_of_le hL.le, intervalIntegral.integral_of_le hs]
    apply MeasureTheory.integral_integral_swap
    rw [Measure.prod_restrict]
    have hi : IntegrableOn (Function.uncurry fun k s : ℝ => deriv E (k + s) ^ 2)
        (Icc 0 L ×ˢ Icc (-h) h) ((volume : Measure ℝ).prod (volume : Measure ℝ)) :=
      hc.continuousOn.integrableOn_compact (isCompact_Icc.prod isCompact_Icc)
    exact hi.mono_set (Set.prod_mono Ioc_subset_Icc_self Ioc_subset_Icc_self)
  -- a shift of the crystal momentum does not change a period integral
  have per : Function.Periodic (fun k => deriv E k ^ 2) L := by
    intro k
    have e : deriv (fun x => E (x + L)) k = deriv E (k + L) := deriv_comp_add_const ..
    have e' : (fun x => E (x + L)) = E := funext hP
    rw [e'] at e
    simp only [← e]
  have shift : ∀ s, ∫ k in (0 : ℝ)..L, deriv E (k + s) ^ 2 =
      ∫ k in (0 : ℝ)..L, deriv E k ^ 2 := by
    intro s
    have e := per.intervalIntegral_add_eq s 0
    rw [intervalIntegral.integral_comp_add_right (fun x => deriv E x ^ 2) s, zero_add,
      add_comm L s]
    simpa only [zero_add] using e
  rw [swap]
  simp only [shift]
  rw [intervalIntegral.integral_const, smul_eq_mul]
  ring
```

## The inequality and its equality case

The equality case needs one fact about continuous nonnegative functions.

```lean
/-- A continuous nonnegative function with zero integral over `[a, b]`, `a < b`, vanishes
there. -/
theorem eq_zero_of_integral_eq_zero {f : ℝ → ℝ} {a b : ℝ} (hab : a < b) (hf : Continuous f)
    (h0 : ∀ x, 0 ≤ f x) (hi : ∫ x in a..b, f x = 0) : ∀ x ∈ Icc a b, f x = 0 := by
  intro x hx
  by_contra hne
  have := intervalIntegral.integral_pos hab hf.continuousOn (fun y _ => h0 y)
    ⟨x, hx, lt_of_le_of_ne (h0 x) (Ne.symm hne)⟩
  linarith
```

The main theorem takes any period `L > 0`, not necessarily the smallest, and any `h > 0`, even one longer than the period. Its second part says that equality holds if and only if `E k = E 0` for every `k`.

In the proof, `key` is the deficit identity, and the inequality follows from its nonnegative left side. For equality, the preceding lemma is used twice, first in `k` and then in `s`, to give `loc`. The velocity then has zero right derivative at each point of $[0,L)$, which yields `vconst` without assuming that $E$ is twice differentiable. Rolle's theorem gives `v0`, and periodicity extends `Econst` to all `k`.

```lean
/-- For a C¹ band of period `L > 0` and any step `h > 0`, the mean squared central-difference
velocity is at most the mean squared group velocity, with equality exactly for a flat band. -/
theorem meanSq_centralVelocity_le {E w : ℝ → ℝ} {L h : ℝ} (hE : ContDiff ℝ 1 E)
    (hP : Function.Periodic E L) (hL : 0 < L) (hh : 0 < h) (hw : IsCentralVelocity E h w) :
    periodMean L (fun k => w k ^ 2) ≤ periodMean L (fun k => deriv E k ^ 2) ∧
    (periodMean L (fun k => w k ^ 2) = periodMean L (fun k => deriv E k ^ 2) ↔
      ∀ k, E k = E 0) := by
  obtain ⟨hd, hv⟩ := contDiff_one_iff_deriv.mp hE
  have hEc := hd.continuous
  have wc : Continuous w := by
    have e : w = fun k => (E (k + h) - E (k - h)) / (2 * h) := by
      funext k
      rw [← hw k, mul_div_cancel_left₀ _ (by positivity)]
    rw [e]
    fun_prop
  have c2 : Continuous fun k => ∫ s in (-h)..h, deriv E (k + s) ^ 2 :=
    continuous_parametric_intervalIntegral_of_continuous'
      ((hv.comp (continuous_fst.add continuous_snd)).pow 2) _ _
  have gc : Continuous fun k => ∫ s in (-h)..h, (deriv E (k + s) - w k) ^ 2 := by
    simp only [local_variance hE hw]
    exact c2.sub (continuous_const.mul (wc.pow 2))
  have g0 : ∀ k, 0 ≤ ∫ s in (-h)..h, (deriv E (k + s) - w k) ^ 2 := fun k =>
    intervalIntegral.integral_nonneg (by linarith) (fun s _ => sq_nonneg _)
  have wc2 : Continuous fun k => 2 * h * w k ^ 2 := continuous_const.mul (wc.pow 2)
  -- the deficit is the integrated local variance
  have key : ∫ k in (0 : ℝ)..L, ∫ s in (-h)..h, (deriv E (k + s) - w k) ^ 2 =
      2 * h * (∫ k in (0 : ℝ)..L, deriv E k ^ 2) - 2 * h * ∫ k in (0 : ℝ)..L, w k ^ 2 := by
    simp only [local_variance hE hw]
    rw [intervalIntegral.integral_sub (c2.intervalIntegrable _ _) (wc2.intervalIntegrable _ _),
      window_period_integral hE hP hL hh, intervalIntegral.integral_const_mul]
  refine ⟨?_, fun heq => ?_, fun hflat => ?_⟩
  · have := intervalIntegral.integral_nonneg (μ := volume) hL.le (fun k _ => g0 k)
    rw [key] at this
    unfold periodMean
    apply div_le_div_of_nonneg_right _ hL.le
    nlinarith
  · unfold periodMean at heq
    rw [div_left_inj' hL.ne'] at heq
    rw [heq, sub_self] at key
    -- the velocity is constant on every window
    have loc : ∀ k ∈ Icc 0 L, ∀ s ∈ Icc (-h) h, deriv E (k + s) = w k := by
      intro k hk s hs
      have c1 : Continuous fun s => (deriv E (k + s) - w k) ^ 2 :=
        ((hv.comp (continuous_const.add continuous_id)).sub continuous_const).pow 2
      have z := eq_zero_of_integral_eq_zero (by linarith) c1 (fun _ => sq_nonneg _)
        (eq_zero_of_integral_eq_zero hL gc g0 key k hk) s hs
      exact sub_eq_zero.mp (pow_eq_zero_iff two_ne_zero |>.mp z)
    have vconst : ∀ x ∈ Icc 0 L, deriv E x = deriv E 0 := by
      apply constant_of_has_deriv_right_zero hv.continuousOn
      intro x hx
      have hx' : x ∈ Icc 0 L := ⟨hx.1, hx.2.le⟩
      have ex : deriv E x = w x := by
        simpa using loc x hx' 0 ⟨by linarith, hh.le⟩
      refine (hasDerivWithinAt_const x (Ici x) (w x)).congr_of_eventuallyEq ?_ ex
      filter_upwards [Icc_mem_nhdsGE (show x < x + h by linarith)] with y hy
      have := loc x hx' (y - x) ⟨by linarith [hy.1], by linarith [hy.2]⟩
      rwa [add_sub_cancel] at this
    -- Rolle's theorem makes the constant velocity zero
    have hends : E 0 = E L := by simpa using (hP 0).symm
    obtain ⟨c, hc, hc0⟩ := exists_deriv_eq_zero hL hEc.continuousOn hends
    have v0 : deriv E 0 = 0 := (vconst c ⟨hc.1.le, hc.2.le⟩).symm.trans hc0
    have Econst : ∀ x ∈ Icc 0 L, E x = E 0 := by
      apply constant_of_has_deriv_right_zero hEc.continuousOn
      intro x hx
      have e := (hd x).hasDerivAt
      rw [vconst x ⟨hx.1, hx.2.le⟩, v0] at e
      exact e.hasDerivWithinAt
    intro k
    obtain ⟨y, hy, e⟩ := hP.exists_mem_Ico₀ hL k
    rw [e, Econst y ⟨hy.1, hy.2.le⟩]
  · have v0 : ∀ k, deriv E k = 0 := by
      intro k
      rw [show E = fun _ => E 0 from funext hflat]
      exact deriv_const k (E 0)
    have w0 : ∀ k, w k = 0 := by
      intro k
      have e := hw k
      rw [hflat (k + h), hflat (k - h), sub_self] at e
      exact (mul_eq_zero.mp e).resolve_left (by positivity)
    simp only [v0, w0]
```

## The factor for the cosine band

```lean
/-- The group velocity of the band `-2t cos k` is `2t sin k`. -/
theorem deriv_cosBand (t k : ℝ) : deriv (cosBand t) k = 2 * t * Real.sin k := by
  have e : HasDerivAt (cosBand t) (2 * t * Real.sin k) k :=
    ((Real.hasDerivAt_cos k).const_mul (-2 * t)).congr_deriv (by ring)
  exact e.deriv
```

The ratio holds for either sign of `t` and of `h`, provided that neither is zero. In the proof, `hwk` is the proportionality between $w$ and $v$, `hm` evaluates the mean as $2t^2$, and `hr` takes the constant factor out of the integral.

```lean
/-- For the band `-2t cos k` with `t ≠ 0` and a step `h ≠ 0`, the mean squared
central-difference velocity is `(sin h / h)²` times the mean squared group velocity,
stated as a ratio. -/
theorem cosBand_ratio {t h : ℝ} {w : ℝ → ℝ} (ht : t ≠ 0) (hh : h ≠ 0)
    (hw : IsCentralVelocity (cosBand t) h w) :
    periodMean (2 * Real.pi) (fun k => w k ^ 2) /
      periodMean (2 * Real.pi) (fun k => deriv (cosBand t) k ^ 2) = (Real.sin h / h) ^ 2 := by
  have hwk : ∀ k, w k = Real.sin h / h * (2 * t * Real.sin k) := by
    intro k
    have e := hw k
    simp only [cosBand, Real.cos_add, Real.cos_sub] at e
    apply mul_left_cancel₀ (mul_ne_zero two_ne_zero hh)
    rw [e]
    field_simp
    ring
  have hm : periodMean (2 * Real.pi) (fun k => deriv (cosBand t) k ^ 2) = 2 * t ^ 2 := by
    have hpi := Real.pi_ne_zero
    simp only [periodMean, deriv_cosBand, mul_pow _ (Real.sin _)]
    rw [intervalIntegral.integral_const_mul, integral_sin_sq, Real.sin_two_pi, Real.sin_zero]
    field_simp
    ring
  have hr : periodMean (2 * Real.pi) (fun k => w k ^ 2) =
      (Real.sin h / h) ^ 2 * periodMean (2 * Real.pi) (fun k => deriv (cosBand t) k ^ 2) := by
    simp only [periodMean, deriv_cosBand, hwk, mul_pow (Real.sin h / h)]
    rw [intervalIntegral.integral_const_mul, mul_div_assoc]
  rw [hr, mul_div_cancel_right₀]
  rw [hm]
  positivity

end

end FiniteDifferenceVelocity
```

```lean
#print axioms FiniteDifferenceVelocity.meanSq_centralVelocity_le
#print axioms FiniteDifferenceVelocity.cosBand_ratio
```

```
'FiniteDifferenceVelocity.meanSq_centralVelocity_le' depends on axioms: [propext, Classical.choice, Quot.sound]
'FiniteDifferenceVelocity.cosBand_ratio' depends on axioms: [propext, Classical.choice, Quot.sound]
```
